# A linear lower bound on the pair energy of particles with a hard core and a finite-range attraction of bounded depth

Consider \(N\) classical particles at positions \(x_i\in\mathbb R^d\), with distances \(r_{ij}=|x_i-x_j|\) and a pair potential \(\varphi(r)\). Their energy is

\[
U=\frac12\sum_i\sum_{j\ne i}\varphi(r_{ij}).
\]

Three constants describe the interaction.

- \(\delta>0\) is the distance of closest approach, often written \(\sigma\). It stands for the strong repulsion between overlapping electron clouds: \(r_{ij}\ge\delta\) for all \(i\ne j\).
- \(\varepsilon\ge0\) limits the depth of the attraction: \(\varphi(r)\ge-\varepsilon\) for \(r\ge\delta\).
- \(R\ge0\) is the range of the attraction: \(\varphi(r)\ge0\) for \(r>R\). A potential that is cut off to zero beyond \(R\) is included.

The question is how fast the energy can fall as particles are added. If \(\varphi=-\varepsilon\) at all distances up to \(R\) and nothing kept the particles apart, all of them could gather within a distance \(R\) of each other, with energy \(-\varepsilon N(N-1)/2\). A hard core limits the number of neighbours, and the energy then falls at most linearly in \(N\):

\[
U\;\ge\;-\frac{N\varepsilon}{2}\left[\left(1+\frac{2R}{\delta}\right)^d-1\right].
\]

## Positions, core and energy

The particles live in Euclidean space, with the usual distance.

In Lean 4 with Mathlib:

```lean
import Mathlib

open MeasureTheory Finset

namespace HardCoreStability

noncomputable section

/-- Euclidean space of dimension `d`, in which the particles live. -/
abbrev Space (d : ℕ) := EuclideanSpace ℝ (Fin d)
```

The labels form a finite type `ι`, whose number of elements is \(N\), and a configuration is a map `x` from labels to positions. The core is a condition on the configuration, \(r_{ij}\ge\delta\) for \(i\ne j\), and not an infinite value of the potential.

```lean
variable {ι : Type*} [Fintype ι] [DecidableEq ι] {d : ℕ}

/-- The hard-core condition: any two different particles are at least `δ` apart. -/
def HardCore (δ : ℝ) (x : ι → Space d) : Prop :=
  ∀ i j, i ≠ j → δ ≤ dist (x i) (x j)
```

The energy of particle \(i\) with all the others is

\[
e_i=\sum_{j\ne i}\varphi(r_{ij}).
\]

```lean
/-- The interaction energy of particle `i` with all the other particles. -/
def siteEnergy (φ : ℝ → ℝ) (x : ι → Space d) (i : ι) : ℝ :=
  ∑ j ∈ univ.erase i, φ (dist (x i) (x j))
```

This `siteEnergy` contains each bond in full. In many interatomic models the energy assigned to an atom contains half of each bond, which is \(e_i/2\) in the present notation. The half enters in the total, \(U=\tfrac12\sum_i e_i\), where every pair has been counted twice.

```lean
/-- The total pair energy: half the sum of the site energies, so that each pair counts once. -/
def pairEnergy (φ : ℝ → ℝ) (x : ι → Space d) : ℝ :=
  (∑ i, siteEnergy φ x i) / 2
```

## How many particles fit near a point

Take any point \(c\) and a set of \(n\) particles, all within a distance \(R\) of \(c\). Draw an open ball of radius \(\delta/2\) around each. Two of these balls cannot share a point \(y\), since that would give

\[
|x_i-x_j|\le|x_i-y|+|y-x_j|<\delta .
\]

Each ball also lies in the ball of radius \(R+\delta/2\) around \(c\), because a point \(y\) of the ball around \(x_j\) satisfies

\[
|y-c|\le|y-x_j|+|x_j-c|<\frac{\delta}{2}+R .
\]

With \(v_d\) the volume of the unit ball, the total volume of the small balls is at most that of the large one:

\[
n\left(\frac{\delta}{2}\right)^d v_d\le\left(R+\frac{\delta}{2}\right)^d v_d
\quad\Longrightarrow\quad
n\le\left(\frac{R+\delta/2}{\delta/2}\right)^d=\left(1+\frac{2R}{\delta}\right)^d .
\]

```lean
omit [Fintype ι] [DecidableEq ι] in
/-- Packing bound: of particles with a hard core `δ > 0`, at most `(1 + 2R/δ)^d` lie within
a distance `R ≥ 0` of a given point. -/
theorem packing_bound {δ R : ℝ} (hδ : 0 < δ) (hR : 0 ≤ R) {x : ι → Space d}
    (hx : HardCore δ x) (c : Space d) (s : Finset ι) (hs : ∀ j ∈ s, dist (x j) c ≤ R) :
    (s.card : ℝ) ≤ (1 + 2 * R / δ) ^ d := by
  have h2 : 0 < δ / 2 := by positivity
  have hb : 0 < R + δ / 2 := by positivity
  -- the small balls are disjoint and lie in one large ball
  have hdisj : (s : Set ι).PairwiseDisjoint (fun j => Metric.ball (x j) (δ / 2)) := by
    intro i _ j _ hij
    show Disjoint (Metric.ball (x i) (δ / 2)) (Metric.ball (x j) (δ / 2))
    exact Metric.ball_disjoint_ball (by linarith [hx i j hij])
  have hsub : (⋃ j ∈ s, Metric.ball (x j) (δ / 2)) ⊆ Metric.ball c (R + δ / 2) :=
    Set.iUnion₂_subset fun j hj => Metric.ball_subset_ball' (by linarith [hs j hj])
  have h := measure_mono (μ := (volume : Measure (Space d))) hsub
  rw [measure_biUnion_finset hdisj (fun _ _ => measurableSet_ball),
    Finset.sum_congr rfl (fun j _ => Measure.addHaar_ball_of_pos volume (x j) h2),
    Measure.addHaar_ball_of_pos volume c hb, sum_const, nsmul_eq_mul,
    finrank_euclideanSpace_fin] at h
  -- compare the volumes as real numbers and cancel that of the unit ball
  have hvt : (volume : Measure (Space d)) (Metric.ball 0 1) ≠ ⊤ := measure_ball_lt_top.ne
  have hv : 0 < ((volume : Measure (Space d)) (Metric.ball 0 1)).toReal :=
    ENNReal.toReal_pos (Metric.measure_ball_pos volume 0 one_pos).ne' hvt
  have h' := ENNReal.toReal_mono (ENNReal.mul_ne_top ENNReal.ofReal_ne_top hvt) h
  rw [ENNReal.toReal_mul, ENNReal.toReal_mul, ENNReal.toReal_mul, ENNReal.toReal_natCast,
    ENNReal.toReal_ofReal (by positivity), ENNReal.toReal_ofReal (by positivity),
    ← mul_assoc] at h'
  have h3 := le_of_mul_le_mul_right h' hv
  have e : 1 + 2 * R / δ = (R + δ / 2) / (δ / 2) := by
    have hc : 2 * R / δ * δ = 2 * R := div_mul_cancel₀ _ hδ.ne'
    rw [eq_div_iff h2.ne']
    linear_combination hc / 2
  rw [e, div_pow, le_div_iff₀ (by positivity)]
  exact h3
```

The finite set `s` holds the \(n\) labels, and `c` need not be the position of a particle. The two geometric facts are `hdisj` and `hsub`. Monotonicity of the volume, additivity over disjoint balls and the scaling of a ball's volume with its radius then give the inequality `h`. Volumes in Mathlib may be infinite, so `h` is carried over to real numbers, where the unit ball's volume is positive and cancels; its value is never needed. The identity `e` rewrites the ratio of radii as \(1+2R/\delta\).

## The number of neighbours

Let \(n_i\) be the number of particles \(j\ne i\) with \(r_{ij}\le R\). Centre the large ball at \(x_i\). Particle \(i\) is itself within \(R\) of the centre, so the previous bound applies to \(n_i+1\) particles:

\[
n_i\le\left(1+\frac{2R}{\delta}\right)^d-1 .
\]

```lean
/-- With a hard core `δ > 0`, a particle has at most `(1 + 2R/δ)^d - 1` others within
a distance `R ≥ 0`. -/
theorem neighbour_bound {δ R : ℝ} (hδ : 0 < δ) (hR : 0 ≤ R) {x : ι → Space d}
    (hx : HardCore δ x) (i : ι) :
    (((univ.erase i).filter (fun j => dist (x i) (x j) ≤ R)).card : ℝ)
      ≤ (1 + 2 * R / δ) ^ d - 1 := by
  -- the particle itself also occupies room in the ball
  have h := packing_bound hδ hR hx (x i)
    (insert i ((univ.erase i).filter (fun j => dist (x i) (x j) ≤ R))) (by
      intro j hj
      rcases Finset.mem_insert.mp hj with rfl | hj
      · rw [dist_self]
        exact hR
      · rw [dist_comm]
        exact (Finset.mem_filter.mp hj).2)
  rw [Finset.card_insert_of_notMem (by simp)] at h
  push_cast at h
  linarith
```

The neighbours are obtained by erasing `i` from all labels and filtering by distance. The proof inserts `i` again, applies `packing_bound` to the enlarged set and subtracts one.

## The energy of one particle

Every \(j\ne i\) with \(r_{ij}\le R\) contributes at least \(-\varepsilon\), because the core ensures \(r_{ij}\ge\delta\). Every other particle has \(r_{ij}>R\) and contributes at least zero. Hence

\[
e_i\ge-\varepsilon n_i\ge-\varepsilon\left[\left(1+\frac{2R}{\delta}\right)^d-1\right],
\]

where the second inequality uses \(\varepsilon\ge0\).

```lean
/-- With a hard core `δ > 0` and a potential that is at least `-ε` (`ε ≥ 0`) at distances
from `δ` on and nonnegative beyond `R ≥ 0`, the energy of one particle with all the others is
at least `-ε ((1 + 2R/δ)^d - 1)`. -/
theorem siteEnergy_bound {δ R ε : ℝ} (hδ : 0 < δ) (hR : 0 ≤ R) (hε : 0 ≤ ε) {φ : ℝ → ℝ}
    (hφ : ∀ r, δ ≤ r → -ε ≤ φ r) (htail : ∀ r, R < r → 0 ≤ φ r)
    {x : ι → Space d} (hx : HardCore δ x) (i : ι) :
    -(ε * ((1 + 2 * R / δ) ^ d - 1)) ≤ siteEnergy φ x i := by
  calc -(ε * ((1 + 2 * R / δ) ^ d - 1))
      ≤ -(ε * (((univ.erase i).filter (fun j => dist (x i) (x j) ≤ R)).card : ℝ)) :=
        neg_le_neg (mul_le_mul_of_nonneg_left (neighbour_bound hδ hR hx i) hε)
    _ = ∑ j ∈ univ.erase i, if dist (x i) (x j) ≤ R then -ε else 0 := by
        rw [← Finset.sum_filter, sum_const, nsmul_eq_mul]
        ring
    _ ≤ siteEnergy φ x i := by
        refine Finset.sum_le_sum fun j hj => ?_
        split_ifs with h
        · exact hφ _ (hx i j (Finset.ne_of_mem_erase hj).symm)
        · exact htail _ (not_le.mp h)
```

The `calc` block reads this chain from right to left. It starts at the final bound, passes to \(-\varepsilon n_i\), writes that number as a sum of terms \(-\varepsilon\) or \(0\), and compares the sum with the site energy term by term. The two cases of `split_ifs` are the particles inside and outside the range.

## The total energy

Summing over the \(N\) particles and halving gives

\[
U=\frac12\sum_i e_i\ge-\frac{N\varepsilon}{2}\left[\left(1+\frac{2R}{\delta}\right)^d-1\right].
\]

```lean
/-- Stability with a hard core: if `N` particles are pairwise at least `δ > 0` apart and the
potential is at least `-ε` (`ε ≥ 0`) from `δ` on and nonnegative (for instance zero) beyond
`R ≥ 0`, the pair energy is at least `-N ε ((1 + 2R/δ)^d - 1) / 2`. -/
theorem hard_core_stability {δ R ε : ℝ} (hδ : 0 < δ) (hR : 0 ≤ R) (hε : 0 ≤ ε) {φ : ℝ → ℝ}
    (hφ : ∀ r, δ ≤ r → -ε ≤ φ r) (htail : ∀ r, R < r → 0 ≤ φ r)
    {x : ι → Space d} (hx : HardCore δ x) :
    -(Fintype.card ι * ε * ((1 + 2 * R / δ) ^ d - 1) / 2) ≤ pairEnergy φ x := by
  have h := Finset.card_nsmul_le_sum univ (siteEnergy φ x) _
    (fun i _ => siteEnergy_bound hδ hR hε hφ htail hx i)
  rw [nsmul_eq_mul, Finset.card_univ] at h
  unfold pairEnergy
  linarith
```

In words: for every finite set of particles in any dimension, every configuration that respects the core and every potential that satisfies `hφ` and `htail`, the pair energy has this lower bound. The number \(N\) appears as `Fintype.card ι`. The potential may be discontinuous. Its values below \(\delta\) never enter the energy, and for \(R\ge\delta\) the hypotheses leave them free.

For simulations with a pair potential that has a cutoff, fitted or machine-learned, this bounds the energy per particle from below independently of system size, as long as the configuration is a finite cluster that keeps the minimum distance. Many-body terms and periodic images are left out, as are attractive tails that never end, such as that of the untruncated Lennard-Jones potential.

The step from the model to a real simulation is the core itself. Atoms repel each other steeply but not infinitely, and that a trajectory never brings two of them closer than \(\delta\) is assumed here. A fitted potential with a spurious deep minimum at short distance can satisfy every hypothesis on \(\varphi\) while the dynamics leaves the set of configurations to which the bound applies.

## Chains that approach the constant on the line

For \(d=1\) and \(R=\delta\) the bound is \(-N\varepsilon(3-1)/2=-N\varepsilon\), so the constant per particle is \(\varepsilon\). An equally spaced chain shows that it cannot be lowered. The potential is a square well,

\[
\varphi(r)=\begin{cases}-\varepsilon,& r\le R,\\ 0,& r>R.\end{cases}
\]

```lean
/-- The square well of depth `ε` and range `R`. -/
def squareWell (ε R r : ℝ) : ℝ := if r ≤ R then -ε else 0
```

Textbook square wells often include an infinite wall at short distance. This one has none, and the spacing of the particles provides the core. The value at \(r=R\) is \(-\varepsilon\), so particles exactly at the range still attract.

The particles sit at \(x_i=\delta i\) with \(i=0,\dots,N-1\).

```lean
/-- `N` particles on a line with spacing `δ`. -/
def chain (δ : ℝ) (N : ℕ) (i : Fin N) : Space 1 := WithLp.toLp 2 (fun _ => δ * (i : ℝ))
```

Their distances are \(r_{ij}=|\delta i-\delta j|=\delta|i-j|\).

```lean
/-- For `δ > 0`, particles `i` and `j` of the chain are `δ |i - j|` apart. -/
theorem chain_dist {δ : ℝ} (hδ : 0 < δ) {N : ℕ} (i j : Fin N) :
    dist (chain δ N i) (chain δ N j) = δ * |(i : ℝ) - (j : ℝ)| := by
  have h : dist (chain δ N i) (chain δ N j) = |δ * (i : ℝ) - δ * (j : ℝ)| := by
    simp [EuclideanSpace.dist_eq, chain, Real.dist_eq, Real.sqrt_sq_eq_abs]
  rw [h, ← mul_sub, abs_mul, abs_of_pos hδ]
```

Different integers differ by at least one, so \(r_{ij}\ge\delta\) for \(i\ne j\), and the chain respects the core.

```lean
/-- For `δ > 0`, the chain with spacing `δ` satisfies the hard-core condition. -/
theorem chain_hardCore {δ : ℝ} (hδ : 0 < δ) (N : ℕ) : HardCore δ (chain δ N) := by
  intro i j hij
  have hne : (i : ℕ) ≠ (j : ℕ) := fun h => hij (Fin.ext h)
  have h1 : (1 : ℤ) ≤ |((i : ℕ) : ℤ) - ((j : ℕ) : ℤ)| := Int.one_le_abs (by omega)
  have h2 : (1 : ℝ) ≤ |(i : ℝ) - (j : ℝ)| := by exact_mod_cast h1
  rw [chain_dist hδ]
  nlinarith
```

Now take \(N+1\) particles, \(i=0,\dots,N\), and a well of range \(\delta\). For \(i\ne j\), the condition \(\delta|i-j|\le\delta\) means \(j=i+1\) or \(j=i-1\), so only adjacent particles attract. All particles but the last have a right neighbour, and all but the first have a left one. Therefore

\[
U=\frac12\bigl(-N\varepsilon-N\varepsilon\bigr)=-N\varepsilon .
\]

```lean
/-- In a square well of depth `ε` and range equal to the spacing `δ > 0`, a chain of `N + 1`
particles has pair energy `-N ε`. -/
theorem chain_energy {δ : ℝ} (hδ : 0 < δ) (ε : ℝ) (N : ℕ) :
    pairEnergy (squareWell ε δ) (chain δ (N + 1)) = -(N * ε) := by
  -- bonds to the right neighbour
  have inner (i : Fin (N + 1)) : (∑ j : Fin (N + 1), if (j : ℕ) = (i : ℕ) + 1 then -ε else 0)
      = if (i : ℕ) + 1 < N + 1 then -ε else 0 := by
    rw [Fin.sum_univ_eq_sum_range (fun k => if k = (i : ℕ) + 1 then -ε else 0) (N + 1)]
    simp only [Finset.sum_ite_eq', Finset.mem_range]
  have count : (∑ i : Fin (N + 1), ∑ j : Fin (N + 1),
      if (j : ℕ) = (i : ℕ) + 1 then -ε else 0) = -(N * ε) := by
    rw [Finset.sum_congr rfl (fun i _ => inner i), Fin.sum_univ_castSucc]
    simp
  -- each site energy splits into a right and a left bond
  have site (i : Fin (N + 1)) : siteEnergy (squareWell ε δ) (chain δ (N + 1)) i
      = ∑ j : Fin (N + 1), ((if (j : ℕ) = (i : ℕ) + 1 then -ε else 0)
        + (if (i : ℕ) = (j : ℕ) + 1 then -ε else 0)) := by
    rw [siteEnergy, ← Finset.filter_ne', Finset.sum_filter]
    refine Finset.sum_congr rfl fun j _ => ?_
    have near : δ * |(i : ℝ) - (j : ℝ)| ≤ δ ↔
        (i : ℕ) ≤ (j : ℕ) + 1 ∧ (j : ℕ) ≤ (i : ℕ) + 1 := by
      rw [mul_le_iff_le_one_right hδ, abs_le]
      constructor
      · rintro ⟨h1, h2⟩
        have h3 : (i : ℝ) ≤ (j : ℝ) + 1 := by linarith
        have h4 : (j : ℝ) ≤ (i : ℝ) + 1 := by linarith
        exact ⟨by exact_mod_cast h3, by exact_mod_cast h4⟩
      · rintro ⟨h1, h2⟩
        have h3 : (i : ℝ) ≤ (j : ℝ) + 1 := by exact_mod_cast h1
        have h4 : (j : ℝ) ≤ (i : ℝ) + 1 := by exact_mod_cast h2
        constructor <;> linarith
    simp only [squareWell, chain_dist hδ, near, ne_eq, Fin.ext_iff]
    split_ifs <;> first | omega | simp
  rw [pairEnergy, Finset.sum_congr rfl (fun i _ => site i)]
  simp only [Finset.sum_add_distrib]
  rw [count, Finset.sum_comm, count]
  ring
```

Here `near` translates the distance condition into one on the labels, and `site` splits each site energy into a right and a left bond. The right bonds are summed by `inner` and `count`. Exchanging the order of summation turns the left bonds into the same sum. For \(N=0\) there is a single particle, with energy zero.

Suppose that some constant \(C\) satisfies \(U\ge-C(N+1)\) for every chain of \(N+1\) particles, and that \(C<\varepsilon\). Choose an integer \(N>C/(\varepsilon-C)\). Then

\[
C<N(\varepsilon-C)
\quad\Longrightarrow\quad
C(N+1)<N\varepsilon
\quad\Longrightarrow\quad
U=-N\varepsilon<-C(N+1),
\]

a contradiction. Hence \(C\ge\varepsilon\).

```lean
/-- Sharpness on the line for range `R = δ > 0`: if the square-well energy of every chain of
`N + 1` particles is at least `-C (N + 1)`, then `C` is at least the constant per particle
of the stability bound. -/
theorem stability_constant_sharp {δ : ℝ} (hδ : 0 < δ) (ε C : ℝ)
    (hC : ∀ N : ℕ, -(C * (N + 1)) ≤ pairEnergy (squareWell ε δ) (chain δ (N + 1))) :
    ε * ((1 + 2 * δ / δ) ^ 1 - 1) / 2 ≤ C := by
  have e : ε * ((1 + 2 * δ / δ) ^ 1 - 1) / 2 = ε := by
    rw [mul_div_cancel_right₀ _ hδ.ne']
    ring
  rw [e]
  by_contra h
  have hpos : 0 < ε - C := sub_pos.mpr (not_le.mp h)
  -- a long enough chain violates any smaller constant
  obtain ⟨N, hN⟩ := exists_nat_gt (C / (ε - C))
  rw [div_lt_iff₀ hpos] at hN
  have h1 := hC N
  rw [chain_energy hδ] at h1
  linarith

end

end HardCoreStability
```

The conclusion keeps the constant in the form it has in `hard_core_stability`, with \(R=\delta\) and \(d=1\), and `e` simplifies it to \(\varepsilon\). For \(\varepsilon>0\) no single chain attains the bound, since the energy per particle is \(-\varepsilon N/(N+1)\); the constant is approached as the chain grows.

This optimality concerns one dimension and one ratio \(R/\delta\). For other ratios the volume estimate can be too generous, as a simple count suggests: on the line with \(R=3\delta/2\), a particle has room for one neighbour on each side, while the estimate allows three in all.

```lean
#print axioms HardCoreStability.hard_core_stability
#print axioms HardCoreStability.chain_hardCore
#print axioms HardCoreStability.stability_constant_sharp
```

```
'HardCoreStability.hard_core_stability' depends on axioms: [propext, Classical.choice, Quot.sound]
'HardCoreStability.chain_hardCore' depends on axioms: [propext, Classical.choice, Quot.sound]
'HardCoreStability.stability_constant_sharp' depends on axioms: [propext, Classical.choice, Quot.sound]
```
